# Every level of a half-integer spin with real symmetric quadratic couplings is degenerate

## An ion without a magnetic field

A magnetic ion in a crystal of low symmetry can have its spin levels split even when no magnetic field is applied. A common model is

$$H=\sum_{i,j}a_{ij}J_iJ_j,$$

where the real symmetric matrix $a$ stands for the anisotropy that the surroundings impose through spin–orbit coupling and through the magnetic interaction between the ion's unpaired electrons. Can a suitable $a$ separate all the levels? For half-integer spin it can't: every level stays at least doubly degenerate. This is Kramers degeneracy for a single spin with quadratic couplings; Kramers' theorem itself concerns general time-reversal-invariant Hamiltonians for an odd number of electrons.

In a zero-field-splitting calculation with this one-spin model, a level at half-integer spin that is nondegenerate beyond numerical rounding therefore signals an error.

## Time reversal of the spin matrices

Set $\hbar=1$. For spin $n/2$, let $e_k$, $k=0,\dots,n$, have magnetic quantum number $n/2-k$. Then $J_+e_k=c_ke_{k-1}$ with $c_k=\sqrt{k(n+1-k)}$, $J_-=J_+^T$, $J_x=(J_++J_-)/2$ and $J_y=(J_+-J_-)/(2i)$.

Define $Ye_{n-k}=(-1)^ke_k$. Applying it twice gives the sign $(-1)^k(-1)^{n-k}$, so $Y^2=(-1)^n$. For $k<n$,

$$YJ_+e_{n-k}=-(-1)^kc_{n-k}e_{k+1},\qquad J_-Ye_{n-k}=(-1)^kc_{k+1}e_{k+1}.$$

Since $c_{n-k}=c_{k+1}$, and both sides vanish at $k=n$, we get $YJ_+=-J_-Y$. Multiplying by $Y$ on both sides gives $YJ_-=-J_+Y$. Reversing the levels changes the sign of $n/2-k$, so $YJ_z=-J_zY$. As $J_x,J_z$ are real and $\overline{J_y}=-J_y$, all three components obey $Y\overline{J_i}=-J_iY$.

## The second state

The two signs cancel in a product: $Y\overline{J_iJ_j}=-J_iY\overline{J_j}=J_iJ_jY$. With $a$ real, $Y\overline H=HY$. With $a$ also symmetric, $H^\dagger=\sum a_{ij}J_jJ_i=H$.

Let $Hv=Ev$ with $v\neq0$. Then $Ev^\dagger v=v^\dagger Hv=\bar Ev^\dagger v$, so $E$ is real. Put $Tv=Y\bar v$. It has the same energy:

$$HTv=Y\overline{Hv}=\bar E\,Y\bar v=E\,Tv.$$

For odd $n$, $T^2v=Y^2v=-v$, because $Y$ is real. If $Tv=cv$, then $T^2v=\bar c\,Tv=|c|^2v$, which would require $|c|^2=-1$. Hence $v$ and $Tv$ are independent.

The conjugate on $c$ is easily lost. Treating $T$ as linear gives $c^2=-1$, which $c=\pm i$ solves, and the contradiction disappears.

For integer spin $m$, $J_z^2$ has entries $(m-k)^2$. Only $k=m$ gives zero, so that level is nondegenerate.

## Reading the theorem in Lean

States are functions `Fin (n + 1) → ℂ`, and `spin n` lists the three matrices. In `half_integer_spin_degeneracy`, `hn` says that $n$ is odd, `ha` that `a` is symmetric; its type makes it real. For any eigenvalue `E`, the `finrank` of the eigenspace is at least 2. `E` is complex in the statement, and its reality is proved. Zeeman terms, higher powers of the spin and coupled spins are not covered.

```lean
import Mathlib

open Matrix
open scoped ComplexOrder

namespace SpinTimeReversal

noncomputable section

/-- The ladder coefficient `√(k (n + 1 - k))` between the levels `k` and `k - 1` of a spin `n/2`. -/
def ladderCoeff (n k : ℕ) : ℝ := √((k : ℝ) * ((n : ℝ) + 1 - k))

/-- The raising operator `J₊` of a spin `n/2`; level `k` has magnetic quantum number `n/2 - k`. -/
def raising (n : ℕ) : Matrix (Fin (n + 1)) (Fin (n + 1)) ℂ :=
  Matrix.of fun i j => if (i : ℕ) + 1 = (j : ℕ) then (ladderCoeff n j : ℂ) else 0

/-- The component `Jx = (J₊ + J₋) / 2`. -/
def spinX (n : ℕ) : Matrix (Fin (n + 1)) (Fin (n + 1)) ℂ :=
  (1 / 2 : ℂ) • (raising n + (raising n)ᵀ)

/-- The component `Jy = (J₊ - J₋) / (2i)`. -/
def spinY (n : ℕ) : Matrix (Fin (n + 1)) (Fin (n + 1)) ℂ :=
  (-Complex.I / 2) • (raising n - (raising n)ᵀ)

/-- The component `Jz`, diagonal with entries `n/2 - k`. -/
def spinZ (n : ℕ) : Matrix (Fin (n + 1)) (Fin (n + 1)) ℂ :=
  Matrix.diagonal fun k => (n : ℂ) / 2 - ((k : ℕ) : ℂ)

/-- The three spin components `(Jx, Jy, Jz)`. -/
def spin (n : ℕ) : Fin 3 → Matrix (Fin (n + 1)) (Fin (n + 1)) ℂ :=
  ![spinX n, spinY n, spinZ n]

/-- The matrix `Y` that sends the basis state `e_(n-k)` to `(-1)^k e_k`. -/
def reversal (n : ℕ) : Matrix (Fin (n + 1)) (Fin (n + 1)) ℂ :=
  Matrix.of fun k l => if l = k.rev then (-1 : ℂ) ^ (k : ℕ) else 0

/-- The quadratic spin Hamiltonian `∑ a_ij J_i J_j` with real couplings. -/
def spinHamiltonian (n : ℕ) (a : Matrix (Fin 3) (Fin 3) ℝ) :
    Matrix (Fin (n + 1)) (Fin (n + 1)) ℂ :=
  ∑ i, ∑ j, (a i j : ℂ) • (spin n i * spin n j)

/-- The ladder algebra: `[J₊, J₋] = 2 Jz` and `[Jz, J₊] = J₊`. -/
theorem ladder_commutators (n : ℕ) :
    raising n * (raising n)ᵀ - (raising n)ᵀ * raising n = (2 : ℂ) • spinZ n ∧
    spinZ n * raising n - raising n * spinZ n = raising n := by
  have hsq : ∀ k : ℕ, k ≤ n + 1 →
      (ladderCoeff n k : ℂ) * (ladderCoeff n k : ℂ) = (k : ℂ) * ((n : ℂ) + 1 - k) := by
    intro k hk
    have hk' : (k : ℝ) ≤ n + 1 := by exact_mod_cast hk
    have h0 : 0 ≤ (k : ℝ) * ((n : ℝ) + 1 - k) := mul_nonneg (by positivity) (by linarith)
    rw [← Complex.ofReal_mul, ladderCoeff, Real.mul_self_sqrt h0]
    push_cast
    rfl
  constructor
  · ext i j
    rw [Matrix.sub_apply, Matrix.mul_apply, Matrix.mul_apply, Matrix.smul_apply, spinZ]
    simp only [Matrix.transpose_apply, raising, Matrix.of_apply]
    by_cases h : i = j
    · subst h
      -- going up after down, and down after up, each pass through at most one level
      have h1 : ∑ k : Fin (n + 1), (if (i : ℕ) + 1 = (k : ℕ) then (ladderCoeff n k : ℂ) else 0) *
          (if (i : ℕ) + 1 = (k : ℕ) then (ladderCoeff n k : ℂ) else 0)
          = ((i : ℕ) + 1 : ℂ) * ((n : ℂ) - (i : ℕ)) := by
        by_cases hi : (i : ℕ) = n
        · rw [Finset.sum_eq_zero]
          · simp [hi]
          · intro k _
            have hk : ¬ (i : ℕ) + 1 = (k : ℕ) := by omega
            rw [if_neg hk, zero_mul]
        · have hlt : (i : ℕ) + 1 < n + 1 := by omega
          rw [Finset.sum_eq_single (⟨(i : ℕ) + 1, hlt⟩ : Fin (n + 1))]
          · rw [if_pos rfl, hsq _ hlt.le]
            push_cast
            ring
          · intro k _ hk
            have hk' : ¬ (i : ℕ) + 1 = (k : ℕ) := fun e => hk (Fin.ext e.symm)
            rw [if_neg hk', zero_mul]
          · intro hn
            exact absurd (Finset.mem_univ _) hn
      have h2 : ∑ k : Fin (n + 1), (if (k : ℕ) + 1 = (i : ℕ) then (ladderCoeff n i : ℂ) else 0) *
          (if (k : ℕ) + 1 = (i : ℕ) then (ladderCoeff n i : ℂ) else 0)
          = ((i : ℕ) : ℂ) * ((n : ℂ) + 1 - (i : ℕ)) := by
        by_cases hi : (i : ℕ) = 0
        · rw [Finset.sum_eq_zero]
          · simp [hi]
          · intro k _
            have hk : ¬ (k : ℕ) + 1 = (i : ℕ) := by omega
            rw [if_neg hk, zero_mul]
        · have hlt : (i : ℕ) - 1 < n + 1 := by omega
          rw [Finset.sum_eq_single (⟨(i : ℕ) - 1, hlt⟩ : Fin (n + 1))]
          · have hp : (i : ℕ) - 1 + 1 = (i : ℕ) := by omega
            rw [if_pos hp, hsq _ i.isLt.le]
          · intro k _ hk
            have hk' : ¬ (k : ℕ) + 1 = (i : ℕ) := fun e => hk (Fin.ext (by simp; omega))
            rw [if_neg hk', zero_mul]
          · intro hn
            exact absurd (Finset.mem_univ _) hn
      rw [h1, h2, Matrix.diagonal_apply_eq, smul_eq_mul]
      ring
    · have hv : (i : ℕ) ≠ (j : ℕ) := fun e => h (Fin.ext e)
      rw [Matrix.diagonal_apply_ne _ h, smul_zero, Finset.sum_eq_zero, Finset.sum_eq_zero, sub_zero]
      all_goals
        intro k _
        split_ifs <;> first | omega | simp
  · ext i j
    rw [Matrix.sub_apply, spinZ, Matrix.diagonal_mul, Matrix.mul_diagonal]
    simp only [raising, Matrix.of_apply]
    by_cases h : (i : ℕ) + 1 = (j : ℕ)
    · have hc : ((j : ℕ) : ℂ) = (i : ℕ) + 1 := by exact_mod_cast h.symm
      rw [if_pos h, hc]
      ring
    · rw [if_neg h]
      ring

/-- Multiplying by `Y` from the left or the right reverses the order of the levels, with
alternating signs. -/
theorem reversal_entries (n : ℕ) (M : Matrix (Fin (n + 1)) (Fin (n + 1)) ℂ) (i j : Fin (n + 1)) :
    (reversal n * M) i j = (-1) ^ (i : ℕ) * M i.rev j ∧
    (M * reversal n) i j = M i j.rev * (-1) ^ (j.rev : ℕ) := by
  have h : ∀ k : Fin (n + 1), (j = k.rev) ↔ (k = j.rev) := by
    intro k
    constructor <;> (rintro rfl; simp)
  constructor
  · simp only [Matrix.mul_apply, reversal, Matrix.of_apply, ite_mul, zero_mul,
      Finset.sum_ite_eq', Finset.mem_univ, if_true]
  · simp only [Matrix.mul_apply, reversal, Matrix.of_apply, h, mul_ite, mul_zero,
      Finset.sum_ite_eq', Finset.mem_univ, if_true]

/-- The reversal matrix of a spin `n/2` satisfies `Y² = (-1)^n`. -/
theorem reversal_sq (n : ℕ) : reversal n * reversal n = ((-1 : ℂ) ^ n) • 1 := by
  ext i j
  have hi := Fin.val_rev i
  have hs : (i : ℕ) + (i.rev : ℕ) = n := by omega
  rw [(reversal_entries n _ i j).1, Matrix.smul_apply, smul_eq_mul]
  simp only [reversal, Matrix.of_apply, Fin.rev_rev]
  by_cases h : j = i
  · subst h
    rw [if_pos rfl, Matrix.one_apply_eq, mul_one, ← pow_add, hs]
  · rw [if_neg h, Matrix.one_apply_ne (Ne.symm h), mul_zero, mul_zero]

/-- Each spin component is odd under time reversal: `Y conj(J_i) = -J_i Y`. -/
theorem reversal_spin (n : ℕ) (i : Fin 3) :
    reversal n * (spin n i).map (starRingEnd ℂ) = -(spin n i * reversal n) := by
  have hw : ∀ j k : ℕ, j + k = n + 1 → ladderCoeff n j = ladderCoeff n k := by
    intro j k h
    have hr : (j : ℝ) + k = n + 1 := by exact_mod_cast h
    unfold ladderCoeff
    rw [← hr]
    congr 1
    ring
  -- `Y` exchanges raising and lowering, with a minus sign
  have hP : reversal n * raising n = -((raising n)ᵀ * reversal n) := by
    ext i j
    rw [Matrix.neg_apply, (reversal_entries n _ i j).1, (reversal_entries n _ i j).2,
      Matrix.transpose_apply]
    simp only [raising, Matrix.of_apply]
    have hi := Fin.val_rev i
    have hj := Fin.val_rev j
    by_cases h : (i : ℕ) + j = n + 1
    · have h1 : (i.rev : ℕ) + 1 = j := by omega
      have h2 : (j.rev : ℕ) + 1 = i := by omega
      rw [if_pos h1, if_pos h2, hw j i (by omega), ← h2, pow_succ]
      ring
    · have h1 : ¬ (i.rev : ℕ) + 1 = j := by omega
      have h2 : ¬ (j.rev : ℕ) + 1 = i := by omega
      rw [if_neg h1, if_neg h2]
      ring
  have hM : reversal n * (raising n)ᵀ = -(raising n * reversal n) := by
    ext i j
    rw [Matrix.neg_apply, (reversal_entries n _ i j).1, (reversal_entries n _ i j).2,
      Matrix.transpose_apply]
    simp only [raising, Matrix.of_apply]
    have hi := Fin.val_rev i
    have hj := Fin.val_rev j
    by_cases h : (i : ℕ) + j + 1 = n
    · have h1 : (j : ℕ) + 1 = i.rev := by omega
      have h2 : (i : ℕ) + 1 = j.rev := by omega
      rw [if_pos h1, if_pos h2, hw i.rev j.rev (by omega), ← h2, pow_succ]
      ring
    · have h1 : ¬ (j : ℕ) + 1 = i.rev := by omega
      have h2 : ¬ (i : ℕ) + 1 = j.rev := by omega
      rw [if_neg h1, if_neg h2]
      ring
  have hc : ∀ k l, (starRingEnd ℂ) (raising n k l) = raising n k l := by
    intro k l
    simp only [raising, Matrix.of_apply]
    split_ifs <;> simp
  have h2c : (starRingEnd ℂ) 2 = 2 := map_ofNat (starRingEnd ℂ) 2
  fin_cases i
  · change reversal n * (spinX n).map (starRingEnd ℂ) = -(spinX n * reversal n)
    have h : (spinX n).map (starRingEnd ℂ) = spinX n := by
      ext k l
      simp [spinX, hc, h2c]
      ring
    rw [h, spinX, Matrix.mul_smul, Matrix.mul_add, hP, hM, Matrix.smul_mul, Matrix.add_mul]
    module
  · change reversal n * (spinY n).map (starRingEnd ℂ) = -(spinY n * reversal n)
    have h : (spinY n).map (starRingEnd ℂ) = (Complex.I / 2) • (raising n - (raising n)ᵀ) := by
      ext k l
      simp [spinY, hc, h2c]
    rw [h, spinY, Matrix.mul_smul, Matrix.mul_sub, hP, hM, Matrix.smul_mul, Matrix.sub_mul]
    module
  · change reversal n * (spinZ n).map (starRingEnd ℂ) = -(spinZ n * reversal n)
    have h : (spinZ n).map (starRingEnd ℂ) = spinZ n := by
      ext k l
      by_cases e : k = l
      · subst e
        simp [spinZ, h2c]
      · simp [spinZ, e]
    rw [h]
    ext k l
    rw [Matrix.neg_apply, (reversal_entries n _ k l).1, (reversal_entries n _ k l).2, spinZ]
    by_cases e : l = k.rev
    · subst e
      have hk := Fin.val_rev k
      have hs : (k.rev : ℕ) + (k : ℕ) = n := by omega
      have hr : ((k.rev : ℕ) : ℂ) = n - (k : ℕ) := eq_sub_of_add_eq (by exact_mod_cast hs)
      rw [Fin.rev_rev, Matrix.diagonal_apply_eq, Matrix.diagonal_apply_eq, hr]
      ring
    · have e2 : k ≠ l.rev := by
        rintro rfl
        simp at e
      rw [Matrix.diagonal_apply_ne _ (Ne.symm e), Matrix.diagonal_apply_ne _ e2]
      ring

/-- A quadratic spin Hamiltonian with real couplings is even under time reversal:
`Y conj(H) = H Y`. -/
theorem reversal_hamiltonian (n : ℕ) (a : Matrix (Fin 3) (Fin 3) ℝ) :
    reversal n * (spinHamiltonian n a).map (starRingEnd ℂ) = spinHamiltonian n a * reversal n := by
  have hs : ∀ (r : ℝ) (M : Matrix (Fin (n + 1)) (Fin (n + 1)) ℂ),
      (starRingEnd ℂ).mapMatrix ((r : ℂ) • M) = (r : ℂ) • (starRingEnd ℂ).mapMatrix M := by
    intro r M
    ext k l
    simp
  change reversal n * (starRingEnd ℂ).mapMatrix (spinHamiltonian n a) = _
  simp only [spinHamiltonian, map_sum, hs, map_mul, Finset.mul_sum, Finset.sum_mul,
    Matrix.mul_smul, Matrix.smul_mul]
  refine Finset.sum_congr rfl fun i _ => Finset.sum_congr rfl fun j _ => ?_
  congr 1
  -- the two minus signs of the two spin components cancel
  have hi : reversal n * (starRingEnd ℂ).mapMatrix (spin n i) = -(spin n i * reversal n) :=
    reversal_spin n i
  have hj : reversal n * (starRingEnd ℂ).mapMatrix (spin n j) = -(spin n j * reversal n) :=
    reversal_spin n j
  rw [← mul_assoc, hi, neg_mul, mul_assoc (spin n i) (reversal n), hj, mul_neg, neg_neg]
  exact (mul_assoc _ _ _).symm

/-- For symmetric real couplings the quadratic spin Hamiltonian is Hermitian. -/
theorem hamiltonian_isHermitian (n : ℕ) (a : Matrix (Fin 3) (Fin 3) ℝ) (ha : a.IsSymm) :
    (spinHamiltonian n a).IsHermitian := by
  have hc : ∀ k l, (starRingEnd ℂ) (raising n k l) = raising n k l := by
    intro k l
    simp only [raising, Matrix.of_apply]
    split_ifs <;> simp
  have hJ : ∀ i, (spin n i)ᴴ = spin n i := by
    intro i
    fin_cases i
    · change (spinX n)ᴴ = spinX n
      ext k l
      simp [spinX, Matrix.conjTranspose_apply, hc, add_comm]
      ring
    · change (spinY n)ᴴ = spinY n
      ext k l
      simp only [spinY, Matrix.conjTranspose_apply, Matrix.smul_apply, Matrix.sub_apply,
        Matrix.transpose_apply, smul_eq_mul, ← starRingEnd_apply, map_mul, map_sub, map_div₀,
        map_neg, Complex.conj_I, hc, map_ofNat]
      ring
    · change (spinZ n)ᴴ = spinZ n
      ext k l
      by_cases e : k = l
      · subst e
        simp [spinZ, Matrix.conjTranspose_apply]
      · simp [spinZ, Matrix.conjTranspose_apply, e, Ne.symm e]
  unfold Matrix.IsHermitian spinHamiltonian
  simp only [Matrix.conjTranspose_sum, Matrix.conjTranspose_smul, Matrix.conjTranspose_mul, hJ]
  rw [Finset.sum_comm]
  refine Finset.sum_congr rfl fun i _ => Finset.sum_congr rfl fun j _ => ?_
  rw [ha.apply i j]
  simp

/-- Conjugating an operator and a state conjugates the resulting state. -/
theorem conj_mulVec {n : ℕ} (M : Matrix (Fin n) (Fin n) ℂ) (v : Fin n → ℂ) :
    M.map (starRingEnd ℂ) *ᵥ star v = star (M *ᵥ v) := by
  ext i
  simp [Matrix.mulVec, dotProduct]

/-- For half-integer spin (`n` odd) and real symmetric couplings, every eigenspace of
`∑ a_ij J_i J_j` has dimension at least two. -/
theorem half_integer_spin_degeneracy (n : ℕ) (hn : Odd n) (a : Matrix (Fin 3) (Fin 3) ℝ)
    (ha : a.IsSymm) (E : ℂ)
    (hE : Module.End.HasEigenvalue (Matrix.toLin' (spinHamiltonian n a)) E) :
    2 ≤ Module.finrank ℂ (Module.End.eigenspace (Matrix.toLin' (spinHamiltonian n a)) E) := by
  obtain ⟨v, hv⟩ := hE.exists_hasEigenvector
  have hv0 : v ≠ 0 := hv.2
  have hHv : spinHamiltonian n a *ᵥ v = E • v := by
    rw [← Matrix.toLin'_apply]
    exact hv.apply_eq_smul
  -- the energy is real
  have hreal : star E = E := by
    have h1 : star v ⬝ᵥ (spinHamiltonian n a *ᵥ v) = E * (star v ⬝ᵥ v) := by
      rw [hHv, dotProduct_smul, smul_eq_mul]
    have h3 : star v ᵥ* spinHamiltonian n a = star (spinHamiltonian n a *ᵥ v) := by
      rw [Matrix.star_mulVec, (hamiltonian_isHermitian n a ha).eq]
    have h2 : star v ⬝ᵥ (spinHamiltonian n a *ᵥ v) = star E * (star v ⬝ᵥ v) := by
      rw [Matrix.dotProduct_mulVec, h3, hHv, star_smul, smul_dotProduct, smul_eq_mul]
    have hne : star v ⬝ᵥ v ≠ 0 := by
      intro h
      exact hv0 (dotProduct_star_self_eq_zero.mp h)
    exact mul_right_cancel₀ hne (h2.symm.trans h1)
  -- the time-reversed state has the same energy
  have hw : spinHamiltonian n a *ᵥ (reversal n *ᵥ star v) = E • (reversal n *ᵥ star v) := by
    rw [Matrix.mulVec_mulVec, ← reversal_hamiltonian, ← Matrix.mulVec_mulVec, conj_mulVec, hHv,
      star_smul, hreal, Matrix.mulVec_smul]
  -- reversing time twice gives a minus sign
  have hYc : (reversal n).map (starRingEnd ℂ) = reversal n := by
    ext k l
    simp only [reversal, Matrix.map_apply, Matrix.of_apply]
    split_ifs <;> simp
  have hTT : reversal n *ᵥ star (reversal n *ᵥ star v) = -v := by
    rw [← conj_mulVec, hYc, star_star, Matrix.mulVec_mulVec, reversal_sq, hn.neg_one_pow,
      Matrix.smul_mulVec, Matrix.one_mulVec, neg_one_smul]
  have hind : ∀ c : ℂ, c • v ≠ reversal n *ᵥ star v := by
    intro c h
    rw [← h, star_smul, Matrix.mulVec_smul, ← h, smul_smul] at hTT
    obtain ⟨k, hk⟩ := Function.ne_iff.mp hv0
    have hk0 : v k ≠ 0 := hk
    have h1 : star c * c * v k = -1 * v k := by
      have h2 := congrFun hTT k
      simpa only [Pi.smul_apply, Pi.neg_apply, smul_eq_mul, neg_one_mul] using h2
    have h3 := congrArg Complex.re (mul_right_cancel₀ hk0 h1)
    simp at h3
    nlinarith [mul_self_nonneg c.re, mul_self_nonneg c.im]
  let x : Module.End.eigenspace (Matrix.toLin' (spinHamiltonian n a)) E := ⟨v, hv.1⟩
  let y : Module.End.eigenspace (Matrix.toLin' (spinHamiltonian n a)) E :=
    ⟨reversal n *ᵥ star v, Module.End.mem_eigenspace_iff.mpr (by rw [Matrix.toLin'_apply, hw])⟩
  have hx : x ≠ 0 := fun h => hv0 (congrArg Subtype.val h)
  have hli : LinearIndependent ℂ ![x, y] :=
    (LinearIndependent.pair_iff' hx).mpr fun c h => hind c (congrArg Subtype.val h)
  simpa using hli.fintype_card_le_finrank

/-- For every integer spin `m` the Hamiltonian `Jz²` has a one-dimensional eigenspace at
energy zero. -/
theorem integer_spin_nondegenerate (m : ℕ) :
    Module.finrank ℂ (Module.End.eigenspace (Matrix.toLin'
      (spinHamiltonian (2 * m) !![0, 0, 0; 0, 0, 0; 0, 0, 1])) 0) = 1 := by
  have hH : spinHamiltonian (2 * m) !![0, 0, 0; 0, 0, 0; 0, 0, 1]
      = spinZ (2 * m) * spinZ (2 * m) := by
    simp [spinHamiltonian, Fin.sum_univ_three, spin]
  have hact : ∀ (v : Fin (2 * m + 1) → ℂ) (k : Fin (2 * m + 1)),
      ((spinZ (2 * m) * spinZ (2 * m)) *ᵥ v) k = ((m : ℂ) - (k : ℕ)) ^ 2 * v k := by
    intro v k
    rw [spinZ, Matrix.diagonal_mul_diagonal, Matrix.mulVec_diagonal]
    push_cast
    ring
  rw [hH]
  -- the middle level spans the eigenspace
  let c : Fin (2 * m + 1) := ⟨m, by omega⟩
  have hmem : (Pi.single c 1 : Fin (2 * m + 1) → ℂ) ∈
      Module.End.eigenspace (Matrix.toLin' (spinZ (2 * m) * spinZ (2 * m))) 0 := by
    rw [Module.End.mem_eigenspace_iff, Matrix.toLin'_apply, zero_smul]
    ext k
    rw [hact, Pi.zero_apply]
    by_cases h : k = c
    · subst h
      simp [c]
    · rw [Pi.single_eq_of_ne h, mul_zero]
  refine finrank_eq_one_iff'.mpr ⟨⟨Pi.single c 1, hmem⟩, ?_, ?_⟩
  · intro h
    have h1 := congrFun (congrArg Subtype.val h) c
    simp at h1
  · rintro ⟨w, hw⟩
    refine ⟨w c, Subtype.ext ?_⟩
    rw [Module.End.mem_eigenspace_iff, Matrix.toLin'_apply, zero_smul] at hw
    change w c • (Pi.single c 1 : Fin (2 * m + 1) → ℂ) = w
    ext k
    by_cases h : k = c
    · subst h
      simp
    · have h1 := congrFun hw k
      rw [hact, Pi.zero_apply] at h1
      have h2 : (m : ℂ) - (k : ℕ) ≠ 0 := by
        intro e
        have e' : m = (k : ℕ) := by exact_mod_cast sub_eq_zero.mp e
        exact h (Fin.ext e'.symm)
      have h3 : w k = 0 := (mul_eq_zero.mp h1).resolve_left (pow_ne_zero 2 h2)
      rw [Pi.smul_apply, Pi.single_eq_of_ne h, smul_zero, h3]

end

end SpinTimeReversal
```

```lean
#print axioms SpinTimeReversal.ladder_commutators
#print axioms SpinTimeReversal.half_integer_spin_degeneracy
#print axioms SpinTimeReversal.integer_spin_nondegenerate
```

```
'SpinTimeReversal.ladder_commutators' depends on axioms: [propext, Classical.choice, Quot.sound]
'SpinTimeReversal.half_integer_spin_degeneracy' depends on axioms: [propext, Classical.choice, Quot.sound]
'SpinTimeReversal.integer_spin_nondegenerate' depends on axioms: [propext, Classical.choice, Quot.sound]
```

## How the proof runs

`ladder_commutators` confirms that the matrices obey the angular momentum algebra. `reversal_entries` computes products with $Y$, from which `reversal_sq` follows. In `reversal_spin`, `hw` is the symmetry of $c_k$, while `hP` and `hM` are the two exchange rules, both checked entry by entry. `reversal_hamiltonian` cancels the signs, and `hamiltonian_isHermitian` uses the symmetry of `a`.

In the main theorem, `hreal`, `hw` and `hTT` establish the real energy, the energy of $Tv$ and $T^2v=-v$, with `conj_mulVec` moving conjugation through matrix products. `hind` excludes $Tv=cv$.

The count turns on `LinearIndependent.pair_iff'`: when `x` is nonzero, `![x, y]` is independent exactly when no multiple of `x` equals `y`. That is what `hind` supplies. Because `x` and `y` are built as elements of the eigenspace itself, `fintype_card_le_finrank` bounds its dimension directly.

`integer_spin_nondegenerate` shows that every vector in the zero-energy eigenspace of $J_z^2$ is a multiple of the middle basis state.
